# Polynomial ternary models with the same binaries differ by a multiple of x₁x₂x₃

Let x₃ = 1 − x₁ − x₂. The polynomial x₁x₂x₃ is zero on all three edges of the composition triangle and 1/27 at its centre, so it has the same binaries as the zero model but a different interior. Each edge contributes one linear factor, which makes three the lowest degree at which this can happen.

For an excess Gibbs energy that is polynomial in the mole fractions at fixed temperature and pressure, this tells us what three binary fits determine about the ternary.

## Models and their binaries

```lean
import Mathlib

open MvPolynomial

namespace TernaryExtrapolation

noncomputable section

/-- Real polynomials in the two independent mole fractions `x₁ = X 0` and `x₂ = X 1`. -/
abbrev TernaryPoly := MvPolynomial (Fin 2) ℝ
```

A model is a real polynomial in two variables. Lean counts from zero: `X 0` is x₁ and `X 1` is x₂.

```lean
/-- The dependent mole fraction `x₃ = 1 - x₁ - x₂`, as a polynomial. -/
def x₃ : TernaryPoly := 1 - X 0 - X 1
```

The third mole fraction is a polynomial too, not an independent variable.

```lean
/-- Two ternary models have the same binaries: their values agree at every composition
on the three edges of the composition triangle. -/
def AgreeOnBinaries (p q : TernaryPoly) : Prop :=
  ∀ x : Fin 2 → ℝ, 0 ≤ x 0 → 0 ≤ x 1 → x 0 + x 1 ≤ 1 →
    (x 0 = 0 ∨ x 1 = 0 ∨ x 0 + x 1 = 1) → eval x p = eval x q
```

A composition `x` is a pair of real numbers. `AgreeOnBinaries p q` says that p and q have equal values on the closed physical edges, corners included. Nothing is assumed on the continuations of the edges outside the triangle.

## One edge gives one factor

```lean
/-- Let `γ` be a polynomial path that, with its parameter replaced by the polynomial `s`,
reproduces the mole fractions up to multiples of `l`. A polynomial that vanishes
along `γ` for parameters between 0 and 1 is divisible by `l`. -/
theorem dvd_of_vanishes_on_path (γ : Fin 2 → Polynomial ℝ) (s l f : TernaryPoly)
    (hl : ∀ i, l ∣ X i - Polynomial.aeval s (γ i))
    (hf : ∀ t ∈ Set.Ioo (0 : ℝ) 1, eval (fun i => Polynomial.eval t (γ i)) f = 0) :
    l ∣ f := by
  have hev : ∀ (t : ℝ) (g : TernaryPoly), Polynomial.eval t (aeval γ g) =
      eval (fun i => Polynomial.eval t (γ i)) g := by
    intro t g
    induction g using MvPolynomial.induction_on
    next a => simp
    next p q hp hq => simp [hp, hq]
    next p i hp => simp [hp]
  -- the restriction to the path has infinitely many roots
  have hz : aeval γ f = 0 :=
    Polynomial.eq_zero_of_infinite_isRoot _
      ((Set.Ioo_infinite (zero_lt_one (α := ℝ))).mono fun t ht => by
        show Polynomial.eval t (aeval γ f) = 0
        rw [hev]
        exact hf t ht)
  -- substituting the path changes a polynomial only by a multiple of `l`
  have key : ∀ g : TernaryPoly, l ∣ g - Polynomial.aeval s (aeval γ g) := by
    intro g
    induction g using MvPolynomial.induction_on
    next a => simp [MvPolynomial.algebraMap_eq]
    next p q hp hq =>
      rw [map_add, map_add]
      convert dvd_add hp hq using 1
      ring
    next p i hp =>
      rw [map_mul, map_mul, aeval_X]
      convert dvd_add (hp.mul_right (X i))
        ((hl i).mul_left (Polynomial.aeval s (aeval γ p))) using 1
      ring
  have h := key f
  rwa [hz, map_zero, sub_zero] at h
```

Take the edge x₁ = 0, with path γ(t) = (0, t), s = x₂ and l = x₁. If f vanishes there for 0 < t < 1, the one-variable polynomial f(0, t) has infinitely many roots, so it is zero (`hz`). Replacing (x₁, x₂) by (0, x₂) changes f only by a multiple of x₁:

f(x₁, x₂) − f(0, x₂) = x₁ · (polynomial).

Hence x₁ divides f. The lemma does this for any path satisfying `hl`. The step `key` proves the divisibility by induction: it holds for constants and survives addition and multiplication by a variable.

## Three edges give three factors

```lean
/-- Two polynomial ternary models have the same three binaries if and only if they differ by
`x₁ x₂ x₃` times a polynomial. -/
theorem agreeOnBinaries_iff (p q : TernaryPoly) :
    AgreeOnBinaries p q ↔ ∃ r : TernaryPoly, p - q = X 0 * X 1 * x₃ * r := by
  constructor
  · intro h
    have hpq : ∀ x : Fin 2 → ℝ, 0 ≤ x 0 → 0 ≤ x 1 → x 0 + x 1 ≤ 1 →
        (x 0 = 0 ∨ x 1 = 0 ∨ x 0 + x 1 = 1) → eval x (p - q) = 0 := by
      intro x h0 h1 h2 hx
      rw [map_sub, h x h0 h1 h2 hx, sub_self]
    -- split off `x₁` on the edge 2-3
    obtain ⟨a, ha⟩ : X 0 ∣ p - q :=
      dvd_of_vanishes_on_path ![0, Polynomial.X] (X 1) (X 0) (p - q)
        (Fin.forall_fin_two.mpr ⟨by simp, by simp⟩) fun t ht =>
          hpq _ (by simp) (by simp [ht.1.le]) (by simp [ht.2.le]) (by simp)
    -- split off `x₂` on the edge 1-3 without its corners, where `x₁` is nonzero
    obtain ⟨b, hb⟩ : X 1 ∣ a := by
      refine dvd_of_vanishes_on_path ![Polynomial.X, 0] (X 0) (X 1) a
        (Fin.forall_fin_two.mpr ⟨by simp, by simp⟩) fun t ht => ?_
      have h0 := hpq (fun i => Polynomial.eval t ((![Polynomial.X, 0] : Fin 2 → _) i))
        (by simp [ht.1.le]) (by simp) (by simp [ht.2.le]) (by simp)
      rw [ha, map_mul, eval_X] at h0
      exact (mul_eq_zero.mp h0).resolve_left (by simpa using ht.1.ne')
    -- split off `x₃` on the edge 1-2 without its corners, where `x₁` and `x₂` are nonzero
    obtain ⟨r, hr⟩ : x₃ ∣ b := by
      refine dvd_of_vanishes_on_path ![Polynomial.X, 1 - Polynomial.X] (X 0) x₃ b
        (Fin.forall_fin_two.mpr ⟨by simp, ?_⟩) fun t ht => ?_
      · show x₃ ∣ X 1 - Polynomial.aeval (X 0 : TernaryPoly) (1 - Polynomial.X)
        rw [map_sub, map_one, Polynomial.aeval_X]
        exact ⟨-1, by unfold x₃; ring⟩
      · have h0 := hpq
          (fun i => Polynomial.eval t ((![Polynomial.X, 1 - Polynomial.X] : Fin 2 → _) i))
          (by simp [ht.1.le]) (by simp [ht.2.le]) (by simp) (by simp)
        rw [ha, hb, map_mul, map_mul, eval_X, eval_X] at h0
        have h1 := (mul_eq_zero.mp h0).resolve_left (by simpa using ht.1.ne')
        exact (mul_eq_zero.mp h1).resolve_left (by simpa [sub_eq_zero] using ht.2.ne')
    exact ⟨r, by rw [ha, hb, hr]; ring⟩
  · rintro ⟨r, hr⟩ x _ _ _ hx
    have h0 := congrArg (eval x) hr
    simp only [x₃, map_sub, map_mul, map_one, eval_X] at h0
    rcases hx with h | h | h
    · linear_combination h0 + x 1 * (1 - x 0 - x 1) * eval x r * h
    · linear_combination h0 + x 0 * (1 - x 0 - x 1) * eval x r * h
    · linear_combination h0 - x 0 * x 1 * eval x r * h
```

By hand, put D = p − q and use the edges in turn, without their corners:

x₁ = 0: D = 0, so D = x₁a.
x₂ = 0: x₁a = 0 with x₁ ≠ 0, so a = x₂b.
x₃ = 0: x₁x₂b = 0 with x₁x₂ ≠ 0, so b = x₃r.

Together, p − q = x₁x₂x₃r. Each `obtain` names one quotient, and `mul_eq_zero` removes the nonzero factors. Conversely, one of the three factors vanishes on each edge; `linear_combination` checks this.

In a calculation, a nonzero r can appear when the same binary term is extrapolated in two ways. On the 1–2 edge, L x₁x₂(x₁ − x₂) and L x₁x₂(2x₁ − 1) are the same function. Inside the triangle they differ by

L x₁x₂[(x₁ − x₂) − (2x₁ − 1)] = L x₁x₂x₃.

With L = 2700 J/mol, that is 100 J/mol at the equimolar composition.

## Uniqueness up to degree two

```lean
/-- The dependent mole fraction `x₃` has total degree one. -/
theorem totalDegree_x₃ : x₃.totalDegree = 1 := by
  have hle : x₃.totalDegree ≤ 1 := by
    unfold x₃
    exact (totalDegree_sub _ _).trans (max_le
      ((totalDegree_sub _ _).trans (max_le (by simp) (by simp))) (by simp))
  by_contra hne
  -- a constant could not take different values at two points
  have hC := totalDegree_eq_zero_iff_eq_C.mp (show x₃.totalDegree = 0 by omega)
  have a := congrArg (eval (fun _ => (0 : ℝ))) hC
  have b := congrArg (eval (fun _ => (1 : ℝ))) hC
  rw [eval_C] at a b
  have hab := a.trans b.symm
  simp only [x₃, map_sub, map_one, eval_X] at hab
  norm_num at hab
```

The degree of x₃ is at most one, and it is not zero, because x₃ takes the values 1 at (0, 0) and −1 at (1, 1).

```lean
/-- A ternary correction `x₁ x₂ x₃ r` with `r ≠ 0` has total degree three more than `r`. -/
theorem totalDegree_correction {r : TernaryPoly} (hr : r ≠ 0) :
    (X 0 * X 1 * x₃ * r).totalDegree = r.totalDegree + 3 := by
  have h3 : x₃ ≠ 0 := by
    intro h
    have h1 := totalDegree_x₃
    rw [h] at h1
    simp at h1
  have h12 : (X 0 * X 1 : TernaryPoly) ≠ 0 := mul_ne_zero (X_ne_zero 0) (X_ne_zero 1)
  rw [totalDegree_mul_of_isDomain (mul_ne_zero h12 h3) hr,
    totalDegree_mul_of_isDomain h12 h3,
    totalDegree_mul_of_isDomain (X_ne_zero 0) (X_ne_zero 1),
    totalDegree_X, totalDegree_X, totalDegree_x₃]
  ring
```

Degrees of nonzero real polynomials add, so deg(x₁x₂x₃r) = 1 + 1 + 1 + deg r.

```lean
/-- Two ternary models of total degree at most two with the same three binaries are equal. -/
theorem eq_of_agreeOnBinaries {p q : TernaryPoly} (hp : p.totalDegree ≤ 2)
    (hq : q.totalDegree ≤ 2) (h : AgreeOnBinaries p q) : p = q := by
  obtain ⟨r, hr⟩ := (agreeOnBinaries_iff p q).mp h
  by_contra hne
  have hr0 : r ≠ 0 := by
    intro h0
    rw [h0, mul_zero] at hr
    exact hne (sub_eq_zero.mp hr)
  have hd := totalDegree_correction hr0
  have hs := totalDegree_sub p q
  rw [hr] at hs
  omega
```

If p ≠ q, then r ≠ 0 and p − q has degree at least three. But a difference of two polynomials of degree at most two has degree at most two; `omega` finds the contradiction.

The opening example shows that uniqueness fails if one of the models may have degree three. All three edges matter as well: x₁x₂ has degree two and vanishes on two of them without being zero.

## Freedom in the interior

```lean
/-- For every model `p`, every composition inside the triangle and every real `v`, some model
with the same binaries as `p`, of total degree at most the larger of `deg p` and three, takes
the value `v` at that composition. -/
theorem interior_undetermined (p : TernaryPoly) (x : Fin 2 → ℝ) (h0 : 0 < x 0)
    (h1 : 0 < x 1) (h2 : x 0 + x 1 < 1) (v : ℝ) :
    ∃ q : TernaryPoly, AgreeOnBinaries p q ∧
      q.totalDegree ≤ max p.totalDegree 3 ∧ eval x q = v := by
  have hne : x 0 * x 1 * (1 - x 0 - x 1) ≠ 0 :=
    (mul_pos (mul_pos h0 h1) (by linarith)).ne'
  obtain ⟨c, hc⟩ : ∃ c : ℝ, c * (x 0 * x 1 * (1 - x 0 - x 1)) = v - eval x p :=
    ⟨_, div_mul_cancel₀ _ hne⟩
  refine ⟨p + X 0 * X 1 * x₃ * C c, ?_, ?_, ?_⟩
  · exact (agreeOnBinaries_iff _ _).mpr ⟨-C c, by ring⟩
  · refine (totalDegree_add _ _).trans (max_le_max le_rfl ?_)
    by_cases hz : (C c : TernaryPoly) = 0
    · rw [hz, mul_zero]
      simp
    · rw [totalDegree_correction hz, totalDegree_C]
  · simp only [x₃, map_add, map_sub, map_mul, map_one, eval_X, eval_C]
    linear_combination hc
```

At a chosen interior composition x₁x₂x₃ > 0, so we can set

q = p + c x₁x₂x₃, c = (v − p(x)) / (x₁x₂x₃),

where c is a number, evaluated at that composition. Then q has the binaries of p and the value v there. The added term has degree at most three, which gives the bound max(deg p, 3).

## The regular solution

```lean
/-- The ternary regular solution `Ω₁₂ x₁ x₂ + Ω₁₃ x₁ x₃ + Ω₂₃ x₂ x₃`. -/
def regularSolution (Ω₁₂ Ω₁₃ Ω₂₃ : ℝ) : TernaryPoly :=
  C Ω₁₂ * (X 0 * X 1) + C Ω₁₃ * (X 0 * x₃) + C Ω₂₃ * (X 1 * x₃)
```

This polynomial is the excess Gibbs energy of the regular solution; the ideal mixing term is not included. The constants Ω are interaction parameters: in the usual nearest-neighbour picture, a positive Ω means that like neighbours are energetically favoured over unlike ones. They are inputs here, not derived from a microscopic model.

```lean
/-- A ternary model of total degree at most two whose three binaries are regular solutions
`Ω t (1 - t)` is the ternary regular solution with the same three parameters. -/
theorem eq_regularSolution {p : TernaryPoly} (hp : p.totalDegree ≤ 2) (Ω₁₂ Ω₁₃ Ω₂₃ : ℝ)
    (h₁₂ : ∀ t ∈ Set.Icc (0 : ℝ) 1, eval ![t, 1 - t] p = Ω₁₂ * (t * (1 - t)))
    (h₁₃ : ∀ t ∈ Set.Icc (0 : ℝ) 1, eval ![t, 0] p = Ω₁₃ * (t * (1 - t)))
    (h₂₃ : ∀ t ∈ Set.Icc (0 : ℝ) 1, eval ![0, t] p = Ω₂₃ * (t * (1 - t))) :
    p = regularSolution Ω₁₂ Ω₁₃ Ω₂₃ := by
  have hm : ∀ (a : ℝ) (f g : TernaryPoly), f.totalDegree ≤ 1 → g.totalDegree ≤ 1 →
      (C a * (f * g)).totalDegree ≤ 2 := by
    intro a f g hf hg
    have e1 := totalDegree_mul (C a) (f * g)
    have e2 := totalDegree_mul f g
    rw [totalDegree_C] at e1
    omega
  have hX : ∀ i : Fin 2, (X i : TernaryPoly).totalDegree ≤ 1 := fun i => (totalDegree_X i).le
  have hdeg : (regularSolution Ω₁₂ Ω₁₃ Ω₂₃).totalDegree ≤ 2 :=
    (totalDegree_add _ _).trans (max_le ((totalDegree_add _ _).trans
      (max_le (hm _ _ _ (hX 0) (hX 1)) (hm _ _ _ (hX 0) totalDegree_x₃.le)))
      (hm _ _ _ (hX 1) totalDegree_x₃.le))
  refine eq_of_agreeOnBinaries hp hdeg ?_
  -- compare the two models edge by edge
  intro x h0 h1 h2 hx
  rcases hx with h | h | h
  · have hx' : x = ![0, x 1] := by
      ext i
      fin_cases i <;> simp [h]
    have e := h₂₃ (x 1) ⟨h1, by linarith⟩
    rw [← hx'] at e
    rw [e]
    simp only [regularSolution, x₃, map_add, map_sub, map_mul, map_one, eval_X, eval_C, h]
    ring
  · have hx' : x = ![x 0, 0] := by
      ext i
      fin_cases i <;> simp [h]
    have e := h₁₃ (x 0) ⟨h0, by linarith⟩
    rw [← hx'] at e
    rw [e]
    simp only [regularSolution, x₃, map_add, map_sub, map_mul, map_one, eval_X, eval_C, h]
    ring
  · have h' : x 1 = 1 - x 0 := by linarith
    have hx' : x = ![x 0, 1 - x 0] := by
      ext i
      fin_cases i <;> simp [h']
    have e := h₁₂ (x 0) ⟨h0, by linarith⟩
    rw [← hx'] at e
    rw [e]
    simp only [regularSolution, x₃, map_add, map_sub, map_mul, map_one, eval_X, eval_C, h']
    ring

end

end TernaryExtrapolation
```

The hypotheses give the three binaries as Ωt(1 − t), where t is x₁ on edges 1–2 and 1–3 and x₂ on edge 2–3. On each edge two terms of the ternary formula vanish and the third reduces to that binary:

x₃ = 0: Ω₁₂x₁(1 − x₁)
x₂ = 0: Ω₁₃x₁(1 − x₁)
x₁ = 0: Ω₂₃x₂(1 − x₂)

The proof bounds the degree of `regularSolution` by two (`hdeg`), compares the edges case by case, and applies `eq_of_agreeOnBinaries`. Within degree two, regular binaries therefore leave no room for a separate ternary parameter.

```lean
#print axioms TernaryExtrapolation.agreeOnBinaries_iff
-- 'TernaryExtrapolation.agreeOnBinaries_iff' depends on axioms: [propext, Classical.choice, Quot.sound]
#print axioms TernaryExtrapolation.interior_undetermined
-- 'TernaryExtrapolation.interior_undetermined' depends on axioms: [propext, Classical.choice, Quot.sound]
#print axioms TernaryExtrapolation.eq_regularSolution
-- 'TernaryExtrapolation.eq_regularSolution' depends on axioms: [propext, Classical.choice, Quot.sound]
```
